# Hubbard hopping split by doublon number, with a first-order Schrieffer-Wolff generator

In a Hubbard lattice with strong on-site repulsion $U$, an electron that hops from a singly occupied site onto another one, holding the opposite spin, creates a doublon and costs energy $U$. Other hops leave the number of doublons unchanged or remove one. Which part of the hopping mixes sectors of different doublon number, and which generator $S$ cancels that mixing at first order? The derivation assumes a finite lattice, fermionic anticommutation and $U\ne0$.

## A finite lattice with one orbital per site

The sites form a finite type `L`, and the operators live in a complex algebra `A`, which may be noncommutative.

In Lean 4 with Mathlib:

```lean
import Mathlib

open Finset

namespace DoublonLadder

noncomputable section

variable {L A : Type*} [Fintype L] [DecidableEq L] [Ring A] [Algebra ℂ A]
```

Finiteness makes the doublon number $D=\sum_p n_{p\uparrow}n_{p\downarrow}$ an element of the algebra. On an infinite lattice this sum has no meaning in a general algebra. The lemmas about single modes do not use finiteness.

## Electrons anticommute

Let $c_{ps}$ create and $a_{ps}$ annihilate an electron at site $p$ with spin $s$. `IsCAR` states their anticommutation relations. It does not require $c_{ps}$ to be the adjoint of $a_{ps}$.

```lean
/-- Canonical anticommutation relations for creators `c p s` and annihilators `a p s`
at site `p` with spin `s`. -/
structure IsCAR (c a : L → Bool → A) : Prop where
  cc : ∀ p s q s', c p s * c q s' + c q s' * c p s = 0
  aa : ∀ p s q s', a p s * a q s' + a q s' * a p s = 0
  ac : ∀ p s q s', a p s * c q s' + c q s' * a p s = if p = q ∧ s = s' then 1 else 0
```

Spin is a `Bool`, with `true` for up, and `!s` is the opposite spin $\bar s$. The occupation is $n_{ps}=c_{ps}a_{ps}$.

```lean
/-- Occupation number of site `p` with spin `s`. -/
def num (c a : L → Bool → A) (p : L) (s : Bool) : A := c p s * a p s

/-- The number of doubly occupied sites, `D = ∑ n_p↑ n_p↓`. -/
def doublons (c a : L → Bool → A) : A := ∑ p, num c a p true * num c a p false
```

For a hop $X=c_{ps}a_{qs}$, write $P=n_{p\bar s}$ and $Q=n_{q\bar s}$. Placing $P$ or $1-P$ on the left and $Q$ or $1-Q$ on the right sorts hops by their effect on $D$.

```lean
/-- A hop of one electron of spin `s` from site `q` to site `p`. -/
def hop (c a : L → Bool → A) (p q : L) (s : Bool) : A := c p s * a q s

/-- The hop onto a site holding an opposite spin, from a site without one. -/
def raising (c a : L → Bool → A) (p q : L) (s : Bool) : A :=
  num c a p (!s) * hop c a p q s * (1 - num c a q (!s))

/-- The hop onto a site without an opposite spin, from a site holding one. -/
def lowering (c a : L → Bool → A) (p q : L) (s : Bool) : A :=
  (1 - num c a p (!s)) * hop c a p q s * num c a q (!s)

/-- The hop between sites that both hold, or both lack, an opposite spin. -/
def neutral (c a : L → Bool → A) (p q : L) (s : Bool) : A :=
  num c a p (!s) * hop c a p q s * num c a q (!s) +
    (1 - num c a p (!s)) * hop c a p q s * (1 - num c a q (!s))
```

The amplitudes $t_{pq}$ are arbitrary complex numbers. No condition $t_{pp}=0$ is needed, since an on-site term is an occupation number and falls into the neutral part. Summing gives $T=\sum t_{pq}c_{ps}a_{qs}$ and its neutral, raising and lowering parts $T_0,T_1,T_2$.

```lean
/-- The sum of elementary processes `F` weighted with the hopping amplitudes `t`. -/
def hopSum (t : L → L → ℂ) (F : L → L → Bool → A) : A := ∑ p, ∑ q, ∑ s, t p q • F p q s

/-- The Schrieffer-Wolff generator `S = (T1 - T2) / U`. -/
def generator (U : ℂ) (t : L → L → ℂ) (c a : L → Bool → A) : A :=
  U⁻¹ • (hopSum t (raising c a) - hopSum t (lowering c a))
```

The relations first enter through the counting rules. With $\delta=1$ for equal modes and $0$ otherwise,
$$n_{ps}c_{qs'}=c_{ps}(\delta-c_{qs'}a_{ps})=c_{qs'}n_{ps}+\delta c_{ps},$$
$$n_{ps}a_{qs'}=-c_{ps}a_{qs'}a_{ps}=a_{qs'}n_{ps}-\delta a_{ps}.$$
Hence occupations of different modes commute; for equal modes this is trivial.

```lean
variable {c a : L → Bool → A}

omit [Fintype L] [Algebra ℂ A] in
/-- A creator raises the occupation of its own mode by one and leaves the others alone. -/
theorem num_create (hc : IsCAR c a) (p : L) (s : Bool) (q : L) (s' : Bool) :
    num c a p s * c q s' = c q s' * num c a p s + if p = q ∧ s = s' then c p s else 0 := by
  have h1 := hc.ac p s q s'
  have h2 := hc.cc p s q s'
  unfold num
  split_ifs at h1 ⊢ <;>
    linear_combination (norm := noncomm_ring) c p s * h1 - h2 * a p s

omit [Fintype L] [Algebra ℂ A] in
/-- An annihilator lowers the occupation of its own mode by one and leaves the others alone. -/
theorem num_annihilate (hc : IsCAR c a) (p : L) (s : Bool) (q : L) (s' : Bool) :
    num c a p s * a q s' = a q s' * num c a p s - if q = p ∧ s' = s then a p s else 0 := by
  have h1 := hc.ac q s' p s
  have h2 := hc.aa p s q s'
  unfold num
  split_ifs at h1 ⊢ <;>
    linear_combination (norm := noncomm_ring) c p s * h2 - h1 * a p s

omit [Fintype L] [Algebra ℂ A] in
/-- Occupation numbers of any two modes commute. -/
theorem num_commute (hc : IsCAR c a) (p : L) (s : Bool) (q : L) (s' : Bool) :
    Commute (num c a p s) (num c a q s') := by
  by_cases e : p = q ∧ s = s'
  · obtain ⟨rfl, rfl⟩ := e
    exact Commute.refl _
  · have h1 := num_create hc p s q s'
    have h2 := num_annihilate hc p s q s'
    rw [if_neg e, add_zero] at h1
    rw [if_neg (fun k => e ⟨k.1.symm, k.2.symm⟩), sub_zero] at h2
    exact (Commute.mul_right h1 h2 : Commute (num c a p s) (c q s' * a q s'))
```

They enter again through the Pauli principle. From $2a_{ps}^2=0$, halving gives $a_{ps}^2=0$, so
$$n_{ps}^2=c_{ps}(1-c_{ps}a_{ps})a_{ps}=n_{ps}-c_{ps}^2a_{ps}^2=n_{ps}.$$
The complex scalars supply the factor $1/2$.

```lean
omit [Fintype L] in
/-- Pauli principle: an occupation number is idempotent. -/
theorem num_idem (hc : IsCAR c a) (p : L) (s : Bool) :
    num c a p s * num c a p s = num c a p s := by
  have h1 := hc.ac p s p s
  rw [if_pos ⟨rfl, rfl⟩] at h1
  have h2 : a p s * a p s = 0 := by
    calc a p s * a p s = (1 / 2 : ℂ) • (a p s * a p s + a p s * a p s) := by module
      _ = 0 := by rw [hc.aa, smul_zero]
  unfold num
  linear_combination (norm := noncomm_ring) c p s * h1 * a p s - c p s * c p s * h2
```

In $[D,c_{ps}]$ only site $p$ contributes, giving $n_{p\bar s}c_{ps}$; likewise $[D,a_{qs}]=-n_{q\bar s}a_{qs}$. Therefore
$$[D,X]=Pc_{ps}a_{qs}-c_{ps}Qa_{qs}=PX-XQ.$$
In `doublons_hop`, `h1` and `h2` are these two commutators, and `oa` moves $Q$ past $a_{qs}$.

```lean
omit [Algebra ℂ A] in
/-- The doublon number changes under a hop by the opposite-spin occupation at the target
minus that at the source: `[D, c_p a_q] = n_p c_p a_q - c_p a_q n_q`. -/
theorem doublons_hop (hc : IsCAR c a) (p q : L) (s : Bool) :
    doublons c a * hop c a p q s - hop c a p q s * doublons c a =
      num c a p (!s) * hop c a p q s - hop c a p q s * num c a q (!s) := by
  have hD : doublons c a = ∑ r, num c a r s * num c a r (!s) := by
    cases s
    · exact sum_congr rfl fun r _ => (num_commute hc r true r false).eq
    · rfl
  have oc : ∀ r r', num c a r (!s) * c r' s = c r' s * num c a r (!s) := fun r r' => by
    have h := num_create hc r (!s) r' s
    have hs : ¬ (r = r' ∧ (!s) = s) := by cases s <;> simp
    rwa [if_neg hs, add_zero] at h
  have oa : ∀ r r', num c a r (!s) * a r' s = a r' s * num c a r (!s) := fun r r' => by
    have h := num_annihilate hc r (!s) r' s
    have hs : ¬ (r' = r ∧ s = (!s)) := by cases s <;> simp
    rwa [if_neg hs, sub_zero] at h
  -- only the site of the operator contributes to its commutator with D
  have h1 : doublons c a * c p s = c p s * doublons c a + num c a p (!s) * c p s := by
    have key : ∀ r, num c a r s * num c a r (!s) * c p s =
        c p s * (num c a r s * num c a r (!s)) +
          if r = p then num c a p (!s) * c p s else 0 := fun r => by
      have h := num_create hc r s p s
      have h' := oc r p
      by_cases e : r = p
      · subst e
        rw [if_pos ⟨rfl, rfl⟩] at h
        rw [if_pos rfl]
        linear_combination (norm := noncomm_ring)
          num c a r s * h' + h * num c a r (!s) - h'
      · rw [if_neg (fun k => e k.1)] at h
        rw [if_neg e]
        linear_combination (norm := noncomm_ring) num c a r s * h' + h * num c a r (!s)
    rw [hD, sum_mul, mul_sum, sum_congr rfl (fun r _ => key r), sum_add_distrib]
    simp
  have h2 : doublons c a * a q s = a q s * doublons c a - num c a q (!s) * a q s := by
    have key : ∀ r, num c a r s * num c a r (!s) * a q s =
        a q s * (num c a r s * num c a r (!s)) -
          if r = q then num c a q (!s) * a q s else 0 := fun r => by
      have h := num_annihilate hc r s q s
      have h' := oa r q
      by_cases e : r = q
      · subst e
        rw [if_pos ⟨rfl, rfl⟩] at h
        rw [if_pos rfl]
        linear_combination (norm := noncomm_ring)
          num c a r s * h' + h * num c a r (!s) + h'
      · rw [if_neg (fun k => e k.1.symm)] at h
        rw [if_neg e]
        linear_combination (norm := noncomm_ring) num c a r s * h' + h * num c a r (!s)
    rw [hD, sum_mul, mul_sum, sum_congr rfl (fun r _ => key r), sum_sub_distrib]
    simp
  unfold hop
  linear_combination (norm := noncomm_ring) h1 * a q s + c p s * h2 - c p s * oa q q
```

Since $D$ commutes with $P$ and $Q$, and both are idempotent,
$$[D,PX(1-Q)]=P(PX-XQ)(1-Q)=PX(1-Q),$$
$$[D,(1-P)XQ]=(1-P)(PX-XQ)Q=-(1-P)XQ.$$
For the neutral terms, $P(PX-XQ)Q=0$ and $(1-P)(PX-XQ)(1-Q)=0$. The four products add up to $X$, so summation gives
$$T=T_0+T_1+T_2,\quad [D,T_0]=0,\quad [D,T_1]=T_1,\quad [D,T_2]=-T_2.$$
The proof follows this as `up`, `down` and `flat`, except that `flat` subtracts the first two results from $[D,X]$; `lin` carries out the summation.

```lean
/-- The doublon ladder: the kinetic operator is `T0 + T1 + T2` with `[D, T0] = 0`,
`[D, T1] = T1` and `[D, T2] = -T2`. -/
theorem doublon_ladder (hc : IsCAR c a) (t : L → L → ℂ) :
    hopSum t (hop c a) =
      hopSum t (neutral c a) + hopSum t (raising c a) + hopSum t (lowering c a) ∧
    doublons c a * hopSum t (neutral c a) - hopSum t (neutral c a) * doublons c a = 0 ∧
    doublons c a * hopSum t (raising c a) - hopSum t (raising c a) * doublons c a =
      hopSum t (raising c a) ∧
    doublons c a * hopSum t (lowering c a) - hopSum t (lowering c a) * doublons c a =
      -hopSum t (lowering c a) := by
  have hn : ∀ p s, doublons c a * num c a p s = num c a p s * doublons c a := fun p s =>
    (Commute.sum_left _ _ _ fun r _ =>
      (num_commute hc r true p s).mul_left (num_commute hc r false p s)).eq
  -- the commutator with D acts on each elementary process separately
  have lin : ∀ F G : L → L → Bool → A,
      (∀ p q s, doublons c a * F p q s - F p q s * doublons c a = G p q s) →
      doublons c a * hopSum t F - hopSum t F * doublons c a = hopSum t G := fun F G h => by
    simp only [hopSum, ← h, mul_sum, sum_mul, smul_sub, sum_sub_distrib, mul_smul_comm,
      smul_mul_assoc]
  have up : ∀ p q s, doublons c a * raising c a p q s - raising c a p q s * doublons c a =
      raising c a p q s := fun p q s => by
    have hX := doublons_hop hc p q s
    have hP := hn p (!s)
    have hQ := hn q (!s)
    have iP := num_idem hc p (!s)
    have iQ := num_idem hc q (!s)
    unfold raising
    generalize num c a p (!s) = P at *
    generalize num c a q (!s) = Q at *
    generalize hop c a p q s = X at *
    linear_combination (norm := noncomm_ring) hP * (X * (1 - Q)) + P * hX * (1 - Q)
      - P * X * hQ + iP * (X * (1 - Q)) + P * X * iQ
  have down : ∀ p q s, doublons c a * lowering c a p q s - lowering c a p q s * doublons c a =
      -lowering c a p q s := fun p q s => by
    have hX := doublons_hop hc p q s
    have hP := hn p (!s)
    have hQ := hn q (!s)
    have iP := num_idem hc p (!s)
    have iQ := num_idem hc q (!s)
    unfold lowering
    generalize num c a p (!s) = P at *
    generalize num c a q (!s) = Q at *
    generalize hop c a p q s = X at *
    linear_combination (norm := noncomm_ring) (1 - P) * hX * Q - hP * (X * Q)
      + (1 - P) * X * hQ - iP * (X * Q) - (1 - P) * X * iQ
  have flat : ∀ p q s, doublons c a * neutral c a p q s - neutral c a p q s * doublons c a =
      0 := fun p q s => by
    have h1 := up p q s
    have h2 := down p q s
    unfold raising at h1
    unfold lowering at h2
    unfold neutral
    linear_combination (norm := noncomm_ring) doublons_hop hc p q s - h1 - h2
  refine ⟨?_, ?_, lin _ _ up, ?_⟩
  · simp only [hopSum, ← sum_add_distrib, ← smul_add]
    refine sum_congr rfl fun p _ => sum_congr rfl fun q _ => sum_congr rfl fun s _ => ?_
    congr 1
    unfold neutral raising lowering
    noncomm_ring
  · rw [lin _ (fun _ _ _ => 0) flat]
    simp [hopSum]
  · rw [lin _ (fun p q s => -lowering c a p q s) down]
    simp only [hopSum, smul_neg, sum_neg_distrib]
```

Bosons with two internal states, labelled up and down, show what the Pauli principle contributes. They obey the same counting rules, but if a lone up boson hops from its site onto a site holding just two down bosons, $\sum_p n_{p\uparrow}n_{p\downarrow}$ rises by $2$. A ladder with steps $0,\pm1$ no longer suffices.

The fermionic splitting is unique. If $B_0+B_1+B_2$ is another, commuting with $D$ once gives $B_1-B_2=T_1-T_2$, and commuting again gives $B_1+B_2=T_1+T_2$. Halving the sum and difference identifies the parts.

```lean
/-- The splitting of the kinetic operator into parts that change the doublon number by
`0`, `+1` and `-1` is unique. -/
theorem ladder_unique (hc : IsCAR c a) (t : L → L → ℂ) {B0 B1 B2 : A}
    (hB : hopSum t (hop c a) = B0 + B1 + B2)
    (b0 : doublons c a * B0 - B0 * doublons c a = 0)
    (b1 : doublons c a * B1 - B1 * doublons c a = B1)
    (b2 : doublons c a * B2 - B2 * doublons c a = -B2) :
    B0 = hopSum t (neutral c a) ∧ B1 = hopSum t (raising c a) ∧
      B2 = hopSum t (lowering c a) := by
  obtain ⟨hT, t0, t1, t2⟩ := doublon_ladder hc t
  have e := hB.symm.trans hT
  generalize hopSum t (neutral c a) = T0 at *
  generalize hopSum t (raising c a) = T1 at *
  generalize hopSum t (lowering c a) = T2 at *
  generalize doublons c a = D at *
  -- commuting once and twice with D isolates the difference and the sum
  have e1 : B1 - B2 = T1 - T2 := by
    linear_combination (norm := noncomm_ring) D * e - e * D - b0 - b1 - b2 + t0 + t1 + t2
  have e2 : B1 + B2 = T1 + T2 := by
    linear_combination (norm := noncomm_ring) D * e1 - e1 * D - b1 + b2 + t1 - t2
  have r1 : B1 = T1 := by
    calc B1 = (1 / 2 : ℂ) • ((B1 + B2) + (B1 - B2)) := by module
      _ = T1 := by rw [e1, e2]; module
  subst r1
  have r2 : B2 = T2 := add_left_cancel e2
  subst r2
  exact ⟨add_right_cancel (add_right_cancel e), rfl, rfl⟩
```

## A nonzero interaction

The Hamiltonian is $H=UD+T$, and a generator $S$ transforms it into $e^SHe^{-S}=H+[S,H]+\tfrac12[S,[S,H]]+\cdots$. For $S$ of first order in the hopping, the doublon-changing terms of first order are $T_1+T_2$ and those in $[S,UD]$. The transformation is unitary when $S$ is anti-Hermitian. The generator chosen below has this property when $c_{ps}$ is the adjoint of $a_{ps}$, $t$ is Hermitian and $U$ is real; the algebra does not need this. The condition $U\ne0$ says that changing the doublon number changes the interaction energy. It permits $S=(T_1-T_2)/U$, for which
$$[S,UD]=[T_1,D]-[T_2,D]=-T_1-T_2.$$
This $S$ is one solution among many: adding any operator that commutes with $D$ leaves $[S,UD]$ unchanged. The proof uses `hU` to cancel $U^{-1}U$. No bound on $|t_{pq}/U|$ is assumed, and the error made by truncating the expansion is not addressed.

```lean
/-- Schrieffer-Wolff condition: for `U ≠ 0` the generator `S = (T1 - T2) / U` cancels the
doublon-changing hopping at first order, `[S, U D] + T1 + T2 = 0`. -/
theorem schrieffer_wolff (hc : IsCAR c a) (t : L → L → ℂ) {U : ℂ} (hU : U ≠ 0) :
    generator U t c a * (U • doublons c a) - (U • doublons c a) * generator U t c a +
      (hopSum t (raising c a) + hopSum t (lowering c a)) = 0 := by
  obtain ⟨-, -, h1, h2⟩ := doublon_ladder hc t
  simp only [generator, smul_mul_assoc, mul_smul_comm, smul_smul, inv_mul_cancel₀ hU,
    mul_inv_cancel₀ hU, one_smul]
  linear_combination (norm := noncomm_ring) h2 - h1
```

At $U=0$ a suitable generator need not exist. Take two sites with $t_{12}=t_{21}\ne0$ and one up electron on site 1, one down on site 2. Hopping creates a doublon, so $T_1+T_2\ne0$, while $[S,0]=0$ for every $S$.

With $V=T_1+T_2$, the first-order condition gives
$$[S,V]+\tfrac12[S,[S,UD]]=\tfrac12[S,V]=\frac{[T_1,T_2]}{U}.$$
This commutes with $D$, because $[D,[T_1,T_2]]=[T_1,T_2]-[T_1,T_2]=0$.

```lean
/-- With `V = T1 + T2`, and `U ≠ 0`, the expression `[S, V] + [S, [S, U D]] / 2` equals `[T1, T2] /
U`, and `[T1, T2]` commutes with the doublon number. -/
theorem second_order (hc : IsCAR c a) (t : L → L → ℂ) {U : ℂ} (hU : U ≠ 0) :
    let S := generator U t c a
    let T1 := hopSum t (raising c a)
    let T2 := hopSum t (lowering c a)
    let K := S * (U • doublons c a) - (U • doublons c a) * S
    (S * (T1 + T2) - (T1 + T2) * S) + (1 / 2 : ℂ) • (S * K - K * S) =
        U⁻¹ • (T1 * T2 - T2 * T1) ∧
      Commute (doublons c a) (T1 * T2 - T2 * T1) := by
  intro S T1 T2 K
  obtain ⟨-, -, h1, h2⟩ := doublon_ladder hc t
  have hK : K = -(T1 + T2) := eq_neg_of_add_eq_zero_left (schrieffer_wolff hc t hU)
  have hS : S = U⁻¹ • (T1 - T2) := rfl
  change doublons c a * T1 - T1 * doublons c a = T1 at h1
  change doublons c a * T2 - T2 * doublons c a = -T2 at h2
  clear_value K S T1 T2
  constructor
  · rw [hK, hS]
    simp only [smul_mul_assoc, mul_smul_comm, sub_mul, mul_sub, add_mul, mul_add, mul_neg,
      neg_mul]
    module
  · change doublons c a * (T1 * T2 - T2 * T1) = (T1 * T2 - T2 * T1) * doublons c a
    linear_combination (norm := noncomm_ring) h1 * T2 + T1 * h2 - h2 * T1 - T2 * h1
```

For this finite one-orbital model, $[T_1,T_2]/U$ is the term from which superexchange between singly occupied sites arises. The transformed Hamiltonian also contains $[S,T_0]$, which `second_order` leaves out and which can still change the doublon number.

## Fock space satisfies the relations

The anticommutation relations are realised for every finite lattice by the exterior algebra over the modes $(p,s)$, encoded as a Clifford algebra with zero quadratic form. Creation is exterior multiplication and annihilation is contraction.

```lean
/-- For finite `L`, fermionic Fock space: the exterior algebra over the modes (site, spin). -/
abbrev Fock (L : Type*) := CliffordAlgebra (0 : QuadraticForm ℂ (L × Bool → ℂ))

/-- Creation on Fock space: exterior multiplication by the mode. -/
def create (p : L) (s : Bool) : Module.End ℂ (Fock L) :=
  LinearMap.mulLeft ℂ (CliffordAlgebra.ι _ (Pi.single (p, s) 1 : L × Bool → ℂ))

/-- Annihilation on Fock space: contraction with the mode. -/
def annihilate (p : L) (s : Bool) : Module.End ℂ (Fock L) :=
  CliffordAlgebra.contractLeft (LinearMap.proj (p, s) : (L × Bool → ℂ) →ₗ[ℂ] ℂ)
```

The three parts of the proof use anticommutation of vectors, anticommutation of contractions, and the product rule for contracting a vector times $x$.

```lean
omit [Fintype L] in
/-- Exterior multiplication and contraction on Fock space satisfy the canonical
anticommutation relations. -/
theorem isCAR_witness : IsCAR (create (L := L)) (annihilate (L := L)) := by
  refine ⟨fun p s q s' => LinearMap.ext fun x => ?_, fun p s q s' => LinearMap.ext fun x => ?_,
    fun p s q s' => LinearMap.ext fun x => ?_⟩
  · change CliffordAlgebra.ι _ _ * (CliffordAlgebra.ι _ _ * x) +
      CliffordAlgebra.ι _ _ * (CliffordAlgebra.ι _ _ * x) = 0
    rw [← mul_assoc, ← mul_assoc, ← add_mul, CliffordAlgebra.ι_mul_ι_add_swap]
    simp [QuadraticMap.polar]
  · change CliffordAlgebra.contractLeft _ (CliffordAlgebra.contractLeft _ x) +
      CliffordAlgebra.contractLeft _ (CliffordAlgebra.contractLeft _ x) = 0
    rw [CliffordAlgebra.contractLeft_comm]
    exact neg_add_cancel _
  · change CliffordAlgebra.contractLeft _ (CliffordAlgebra.ι _ _ * x) +
      CliffordAlgebra.ι _ _ * CliffordAlgebra.contractLeft _ x = _
    rw [CliffordAlgebra.contractLeft_ι_mul, sub_add_cancel]
    change (Pi.single (q, s') 1 : L × Bool → ℂ) (p, s) • x = _
    by_cases e : p = q ∧ s = s'
    · obtain ⟨rfl, rfl⟩ := e
      rw [if_pos ⟨rfl, rfl⟩, Pi.single_eq_same, one_smul]
      rfl
    · have e' : (p, s) ≠ (q, s') := fun k => e (Prod.mk.inj k)
      rw [if_neg e, Pi.single_eq_of_ne e', zero_smul]
      rfl

end

end DoublonLadder
```

```lean
#print axioms DoublonLadder.ladder_unique
#print axioms DoublonLadder.schrieffer_wolff
#print axioms DoublonLadder.second_order
```

```
'DoublonLadder.ladder_unique' depends on axioms: [propext, Classical.choice, Quot.sound]
'DoublonLadder.schrieffer_wolff' depends on axioms: [propext, Classical.choice, Quot.sound]
'DoublonLadder.second_order' depends on axioms: [propext, Classical.choice, Quot.sound]
```
